# A density-matrix lower bound on the total spread of orthonormal orbitals on finitely many sites

Localised orbitals can be sought by rotating the occupied orbitals among themselves until their total spread stops falling. The final value alone does not show how much a better rotation could still gain. A floor that is the same for every rotation limits that gain:

\[
\sum_i \sigma_i^2 \;\ge\; \tfrac12\sum_{r,r'}|R_r-R_{r'}|^2\,|P(r,r')|^2 .
\]

Here \(r,r'\) run over finitely many sites at positions \(R_r\), \(P\) is the Hermitian projector onto the occupied space, the orbitals \(\varphi_i\) form an orthonormal basis of that space, and \(\sigma_i^2\) is the mean squared distance of \(\varphi_i\) from its centroid. The bound applies to the occupied orbitals of a mean-field calculation in which position is diagonal in an orthonormal site basis. The passage from such sites to continuous space is not proved here.

## Sites, orbitals and spread

```lean
import Mathlib

open Matrix

namespace DensityMatrixSpreadBound

noncomputable section

variable {ι κ : Type*} [Fintype ι] [Fintype κ]
```

The finite type `ι` holds the sites \(r\), and `κ` holds the orbital labels \(i\).

```lean
/-- Three-dimensional Euclidean space, in which the sites lie. -/
abbrev Space := EuclideanSpace ℝ (Fin 3)
```

Positions are vectors in \(\mathbb R^3\) with the usual length. Sites may coincide.

```lean
/-- The sum of the site positions weighted by `|φ(r)|²`; for a normalised orbital this is its
centroid. -/
def centroid (R : ι → Space) (φ : ι → ℂ) : Space :=
  WithLp.toLp 2 fun a => ∑ r, ‖φ r‖ ^ 2 * R r a
```

An orbital is a function `ι → ℂ`, and `R r a` is coordinate \(a\) of site \(r\). The centroid is \(\sum_r|\varphi(r)|^2R_r\). There is no division by the norm, so this is a mean only for normalised orbitals, which the theorems on spread require.

```lean
/-- The sum over sites of `|φ(r)|²` times the squared distance from `centroid R φ`; for a normalised
orbital this is its variance. -/
def variance (R : ι → Space) (φ : ι → ℂ) : ℝ :=
  ∑ r, ‖φ r‖ ^ 2 * ‖R r - centroid R φ‖ ^ 2
```

This is \(\sigma^2=\sum_r|\varphi(r)|^2\,|R_r-\bar R|^2\), with \(\bar R\) the centroid. It is a squared length, often called the spread.

```lean
/-- Half of the double sum over sites of `|R r - R r'|² |P(r,r')|²`. -/
def densitySpread (R : ι → Space) (P : Matrix ι ι ℂ) : ℝ :=
  1 / 2 * ∑ r, ∑ r', ‖R r - R r'‖ ^ 2 * ‖P r r'‖ ^ 2
```

This is the right-hand side of the bound. It contains \(P\) but no individual orbitals.

```lean
/-- The matrix element `⟨φ|f|ψ⟩` of a real function `f` of the site. -/
def element (f : ι → ℝ) (φ ψ : ι → ℂ) : ℂ :=
  ∑ r, star (φ r) * (f r : ℂ) * ψ r
```

For a real site function \(f\), such as a coordinate, this is \(\langle\varphi|f|\psi\rangle=\sum_r\varphi(r)^*f(r)\psi(r)\); `star` is complex conjugation.

```lean
/-- The density matrix `∑ᵢ φᵢ(r) φᵢ(r')*` of a family of orbitals. -/
def densityMatrix (φ : κ → ι → ℂ) : Matrix ι ι ℂ :=
  fun r r' => ∑ i, φ i r * star (φ i r')
```

Write \(\rho(r,r')=\sum_i\varphi_i(r)\varphi_i(r')^*\). Each orbital counts once, with no factor of two for spin.

```lean
/-- The orbitals are normalised and mutually orthogonal. -/
def OrthonormalOrbitals [DecidableEq κ] (φ : κ → ι → ℂ) : Prop :=
  ∀ i j, ∑ r, star (φ i r) * φ j r = if i = j then 1 else 0
```

This says \(\langle i|j\rangle=\delta_{ij}\).

```lean
/-- The orbitals form an orthonormal basis of the range of `P`. -/
structure IsOrbitalBasis [DecidableEq κ] (P : Matrix ι ι ℂ) (φ : κ → ι → ℂ) : Prop where
  orthonormal : OrthonormalOrbitals φ
  span_eq : Submodule.span ℂ (Set.range φ) = LinearMap.range P.mulVecLin
```

A basis of the occupied space must be orthonormal, and its span must equal the range of \(P\).

## From the projector to its orbitals

```lean
/-- A complex amplitude times its conjugate is its squared modulus. -/
theorem star_mul_self_eq (z : ℂ) : star z * z = ((‖z‖ ^ 2 : ℝ) : ℂ) := by
  rw [mul_comm, Complex.star_def, Complex.mul_conj, Complex.normSq_eq_norm_sq]
```

In ordinary notation, \(z^*z=|z|^2\). The double type annotation marks a real number read as a complex one.

```lean
/-- The diagonal element `⟨φ|f|φ⟩` is the sum of `f` weighted by `|φ(r)|²`. -/
theorem element_self (f : ι → ℝ) (φ : ι → ℂ) :
    element f φ φ = ((∑ r, ‖φ r‖ ^ 2 * f r : ℝ) : ℂ) := by
  rw [element, Complex.ofReal_sum]
  refine Finset.sum_congr rfl fun r _ => ?_
  rw [Complex.ofReal_mul, ← star_mul_self_eq]
  ring
```

Applied at each site, this gives \(\langle\varphi|f|\varphi\rangle=\sum_r|\varphi(r)|^2f(r)\), which is real.

```lean
/-- Weighting `|ρ(r,r')|²` by `f(r) g(r')` gives the sum over orbital pairs of
`⟨i|f|j⟩ ⟨i|g|j⟩*`, where `ρ` is the density matrix of the orbitals. -/
theorem weighted_density (φ : κ → ι → ℂ) (f g : ι → ℝ) :
    ((∑ r, ∑ r', f r * g r' * ‖densityMatrix φ r r'‖ ^ 2 : ℝ) : ℂ) =
      ∑ i, ∑ j, element f (φ i) (φ j) * star (element g (φ i) (φ j)) := by
  have hD : ∀ r r', ((‖densityMatrix φ r r'‖ ^ 2 : ℝ) : ℂ) =
      ∑ i, ∑ j, (star (φ i r) * φ i r') * (φ j r * star (φ j r')) := by
    intro r r'
    have h : ∑ i, star (φ i r) * φ i r' = star (densityMatrix φ r r') := by
      simp only [densityMatrix, star_sum, star_mul', star_star]
    rw [← Finset.sum_mul_sum, h]
    exact (star_mul_self_eq _).symm
  -- move a sum over orbitals in front of the two sums over sites
  have hswap : ∀ S : ι → ι → κ → ℂ,
      ∑ r, ∑ r', ∑ i, S r r' i = ∑ i, ∑ r, ∑ r', S r r' i := fun S =>
    calc ∑ r, ∑ r', ∑ i, S r r' i = ∑ r, ∑ i, ∑ r', S r r' i :=
          Finset.sum_congr rfl fun r _ => Finset.sum_comm
      _ = ∑ i, ∑ r, ∑ r', S r r' i := Finset.sum_comm
  have hg : ∀ x : ℝ, star (x : ℂ) = x := fun x => Complex.conj_ofReal x
  simp only [Complex.ofReal_sum, Complex.ofReal_mul]
  simp_rw [hD, Finset.mul_sum]
  refine (hswap _).trans (Finset.sum_congr rfl fun i _ => (hswap _).trans ?_)
  refine Finset.sum_congr rfl fun j _ => ?_
  rw [element, element, star_sum, Finset.sum_mul_sum]
  refine Finset.sum_congr rfl fun r _ => Finset.sum_congr rfl fun r' _ => ?_
  simp only [star_mul', star_star, hg]
  ring
```

Expand the squared modulus (`hD`):

\[
|\rho(r,r')|^2=\sum_{i,j}\varphi_i(r)^*\varphi_i(r')\,\varphi_j(r)\varphi_j(r')^* .
\]

Multiply by \(f(r)g(r')\), sum over sites, and move the orbital sums to the front (`hswap`). The factors in \(r\) form \(\langle i|f|j\rangle\) and those in \(r'\) form \(\langle i|g|j\rangle^*\), so

\[
\sum_{r,r'}f(r)g(r')|\rho(r,r')|^2=\sum_{i,j}\langle i|f|j\rangle\langle i|g|j\rangle^* .
\]

```lean
variable [DecidableEq κ]

/-- A Hermitian projector is the density matrix of any orthonormal basis of its range. -/
theorem eq_densityMatrix {P : Matrix ι ι ℂ} {φ : κ → ι → ℂ} (hP : P.IsHermitian)
    (hPP : P * P = P) (hb : IsOrbitalBasis P φ) : P = densityMatrix φ := by
  classical
  -- the density matrix fixes every vector in the span of the orbitals
  have hfix : ∀ v ∈ Submodule.span ℂ (Set.range φ), densityMatrix φ *ᵥ v = v := by
    intro v hv
    induction hv using Submodule.span_induction with
    | mem x hx =>
      obtain ⟨j, rfl⟩ := hx
      ext r
      calc ∑ r', (∑ i, φ i r * star (φ i r')) * φ j r'
          = ∑ i, φ i r * ∑ r', star (φ i r') * φ j r' := by
            simp only [Finset.sum_mul, Finset.mul_sum, mul_assoc]
            exact Finset.sum_comm
        _ = φ j r := by
            have h : ∀ i, ∑ r', star (φ i r') * φ j r' = if i = j then 1 else 0 :=
              fun i => hb.orthonormal i j
            simp only [h, mul_ite, mul_one, mul_zero, Finset.sum_ite_eq', Finset.mem_univ,
              if_true]
    | zero => exact Matrix.mulVec_zero _
    | add x y _ _ hx hy => rw [Matrix.mulVec_add, hx, hy]
    | smul c x _ hx => rw [Matrix.mulVec_smul, hx]
  have hQP : densityMatrix φ * P = P := by
    ext r r'
    have h := congrFun (hfix (P *ᵥ Pi.single r' 1)
      (by rw [hb.span_eq]; exact ⟨Pi.single r' 1, rfl⟩)) r
    rw [Matrix.mulVec_mulVec] at h
    simpa [Matrix.mulVec_single_one] using h
  -- the projector fixes every orbital
  have hPφ : ∀ i, P *ᵥ φ i = φ i := by
    intro i
    have hi : φ i ∈ LinearMap.range P.mulVecLin := by
      rw [← hb.span_eq]
      exact Submodule.subset_span ⟨i, rfl⟩
    obtain ⟨v, hv⟩ := hi
    rw [← hv, Matrix.mulVecLin_apply, Matrix.mulVec_mulVec, hPP]
  have hPQ : P * densityMatrix φ = densityMatrix φ := by
    ext r r'
    calc ∑ s, P r s * ∑ i, φ i s * star (φ i r')
        = ∑ i, (P *ᵥ φ i) r * star (φ i r') := by
          simp only [Matrix.mulVec, dotProduct, Finset.sum_mul, Finset.mul_sum, mul_assoc]
          exact Finset.sum_comm
      _ = densityMatrix φ r r' := by simp only [hPφ, densityMatrix]
  have hQ : (densityMatrix φ)ᴴ = densityMatrix φ := by
    ext r r'
    simp only [Matrix.conjTranspose_apply, densityMatrix, star_sum, star_mul', star_star,
      mul_comm]
  have h := congrArg Matrix.conjTranspose hQP
  rw [Matrix.conjTranspose_mul, hQ, hP.eq, hPQ] at h
  exact h.symm
```

The claim is \(P=\rho\). Orthonormality gives \(\rho\varphi_j=\sum_i\varphi_i\langle i|j\rangle=\varphi_j\), so by linearity \(\rho\) fixes the whole span (`hfix`). The columns of \(P\) lie in that span, hence \(\rho P=P\) (`hQP`).

Conversely, each \(\varphi_i\) is \(Pv\) for some \(v\), so \(P\varphi_i=P^2v=Pv=\varphi_i\), and therefore \(P\rho=\rho\) (`hPQ`). Both matrices are Hermitian, so the adjoint of \(\rho P=P\) is \(P\rho=P\). Comparison gives \(P=\rho\).

## An exact decomposition of the spread

```lean
/-- Along one axis with coordinate `f`, the total variance of orthonormal orbitals is the
density-matrix term, half of the double sum of `(f(r) - f(r'))² |ρ(r,r')|²`, plus the sum of
`|⟨i|f|j⟩|²` over all ordered pairs `i ≠ j`. Here `ρ` is the density matrix of the orbitals. -/
theorem axis_decomposition {φ : κ → ι → ℂ} (hφ : OrthonormalOrbitals φ) (f : ι → ℝ) :
    ∑ i, ∑ r, ‖φ i r‖ ^ 2 * (f r - ∑ s, ‖φ i s‖ ^ 2 * f s) ^ 2 =
      1 / 2 * ∑ r, ∑ r', (f r - f r') ^ 2 * ‖densityMatrix φ r r'‖ ^ 2 +
      ∑ i, ∑ j ∈ Finset.univ.erase i, ‖element f (φ i) (φ j)‖ ^ 2 := by
  have h1 : ∀ i j, element (fun _ => 1) (φ i) (φ j) = if i = j then 1 else 0 := by
    intro i j
    rw [← hφ i j]
    simp [element]
  have hA : ∑ r, ∑ r', f r ^ 2 * ‖densityMatrix φ r r'‖ ^ 2 =
      ∑ i, ∑ r, ‖φ i r‖ ^ 2 * f r ^ 2 := by
    have h := weighted_density φ (fun r => f r ^ 2) (fun _ => 1)
    simp only [h1, apply_ite star, star_one, star_zero, mul_ite, mul_one, mul_zero,
      Finset.sum_ite_eq, Finset.mem_univ, if_true, element_self] at h
    exact_mod_cast h
  have hB : ∑ r, ∑ r', f r * f r' * ‖densityMatrix φ r r'‖ ^ 2 =
      ∑ i, ∑ j, ‖element f (φ i) (φ j)‖ ^ 2 := by
    have h := weighted_density φ f f
    have hz : ∀ z : ℂ, z * star z = ((‖z‖ ^ 2 : ℝ) : ℂ) := fun z => by
      rw [mul_comm, star_mul_self_eq]
    simp only [hz] at h
    exact_mod_cast h
  have hsymm : ∀ r r', ‖densityMatrix φ r r'‖ = ‖densityMatrix φ r' r‖ := by
    intro r r'
    rw [← norm_star (densityMatrix φ r r')]
    congr 1
    simp only [densityMatrix, star_sum, star_mul', star_star, mul_comm]
  have hC : ∑ r, ∑ r', f r' ^ 2 * ‖densityMatrix φ r r'‖ ^ 2 =
      ∑ r, ∑ r', f r ^ 2 * ‖densityMatrix φ r r'‖ ^ 2 := by
    rw [Finset.sum_comm]
    refine Finset.sum_congr rfl fun r _ => Finset.sum_congr rfl fun r' _ => ?_
    rw [hsymm r' r]
  -- expand the square of the coordinate difference
  have hE : ∑ r, ∑ r', (f r - f r') ^ 2 * ‖densityMatrix φ r r'‖ ^ 2 =
      ∑ r, ∑ r', f r ^ 2 * ‖densityMatrix φ r r'‖ ^ 2 +
      ∑ r, ∑ r', f r' ^ 2 * ‖densityMatrix φ r r'‖ ^ 2 -
      2 * ∑ r, ∑ r', f r * f r' * ‖densityMatrix φ r r'‖ ^ 2 := by
    simp only [Finset.mul_sum, ← Finset.sum_add_distrib, ← Finset.sum_sub_distrib]
    refine Finset.sum_congr rfl fun r _ => Finset.sum_congr rfl fun r' _ => ?_
    ring
  -- variance = mean square minus squared mean, for each orbital
  have hV : ∑ i, ∑ r, ‖φ i r‖ ^ 2 * (f r - ∑ s, ‖φ i s‖ ^ 2 * f s) ^ 2 =
      ∑ i, ∑ r, ‖φ i r‖ ^ 2 * f r ^ 2 - ∑ i, ‖element f (φ i) (φ i)‖ ^ 2 := by
    rw [← Finset.sum_sub_distrib]
    refine Finset.sum_congr rfl fun i _ => ?_
    have hn : ∑ r, ‖φ i r‖ ^ 2 = 1 := by
      have h := hφ i i
      rw [if_pos rfl] at h
      simp only [star_mul_self_eq] at h
      exact_mod_cast h
    rw [element_self, Complex.norm_real, Real.norm_eq_abs, sq_abs]
    generalize hm : ∑ s, ‖φ i s‖ ^ 2 * f s = m
    have hx : ∑ r, ‖φ i r‖ ^ 2 * (f r - m) ^ 2 = ∑ r, ‖φ i r‖ ^ 2 * f r ^ 2 -
        2 * m * ∑ r, ‖φ i r‖ ^ 2 * f r + m ^ 2 * ∑ r, ‖φ i r‖ ^ 2 := by
      rw [Finset.mul_sum, Finset.mul_sum, ← Finset.sum_sub_distrib, ← Finset.sum_add_distrib]
      exact Finset.sum_congr rfl fun r _ => by ring
    rw [hx, hm, hn]
    ring
  have hO : ∑ i, ∑ j, ‖element f (φ i) (φ j)‖ ^ 2 = ∑ i, ‖element f (φ i) (φ i)‖ ^ 2 +
      ∑ i, ∑ j ∈ Finset.univ.erase i, ‖element f (φ i) (φ j)‖ ^ 2 := by
    rw [← Finset.sum_add_distrib]
    exact Finset.sum_congr rfl fun i _ => (Finset.add_sum_erase Finset.univ
      (fun j => ‖element f (φ i) (φ j)‖ ^ 2) (Finset.mem_univ i)).symm
  linarith
```

Let \(f\) be the coordinate along one axis. The weighted identity with \(f^2\) and \(1\), then with \(f\) and \(f\), gives (`hA`, `hB`)

\[
\sum_{r,r'}f(r)^2|\rho(r,r')|^2=\sum_i\langle i|f^2|i\rangle,
\]
\[
\sum_{r,r'}f(r)f(r')|\rho(r,r')|^2=\sum_{i,j}|\langle i|f|j\rangle|^2 .
\]

Since \(|\rho(r,r')|=|\rho(r',r)|\), the first sum is unchanged if \(f(r')^2\) replaces \(f(r)^2\) (`hC`). Expanding the square (`hE`) yields

\[
\tfrac12\sum_{r,r'}(f(r)-f(r'))^2|\rho(r,r')|^2=\sum_i\langle i|f^2|i\rangle-\sum_{i,j}|\langle i|f|j\rangle|^2 .
\]

With mean \(m_i=\langle i|f|i\rangle\) and normalisation, each orbital's variance is \(\langle i|f^2|i\rangle-2m_i^2+m_i^2=\langle i|f^2|i\rangle-m_i^2\) (`hV`). The total variance therefore exceeds the density-matrix term by \(\sum_{i\ne j}|\langle i|f|j\rangle|^2\). In Lean, `Finset.univ.erase i` means all \(j\) except \(i\), `hO` separates the diagonal terms, and `linarith` combines the equations.

```lean
/-- The total variance of orthonormal orbitals is `densitySpread` of their density matrix plus the
sum of `|⟨i|R_a|j⟩|²` over the three axes `a` and all ordered pairs `i ≠ j`, where `R_a` is
coordinate `a` of the site position. -/
theorem total_variance_eq (R : ι → Space) {φ : κ → ι → ℂ} (hφ : OrthonormalOrbitals φ) :
    ∑ i, variance R (φ i) = densitySpread R (densityMatrix φ) +
      ∑ a, ∑ i, ∑ j ∈ Finset.univ.erase i,
        ‖element (fun r => R r a) (φ i) (φ j)‖ ^ 2 := by
  have hn : ∀ x : Space, ‖x‖ ^ 2 = ∑ a, x a ^ 2 := by
    intro x
    rw [EuclideanSpace.norm_sq_eq]
    simp only [Real.norm_eq_abs, sq_abs]
  have hL : ∑ i, variance R (φ i) = ∑ a, ∑ i, ∑ r,
      ‖φ i r‖ ^ 2 * (R r a - ∑ s, ‖φ i s‖ ^ 2 * R s a) ^ 2 := by
    symm
    rw [Finset.sum_comm]
    refine Finset.sum_congr rfl fun i _ => ?_
    rw [Finset.sum_comm, variance]
    refine Finset.sum_congr rfl fun r _ => ?_
    rw [hn, Finset.mul_sum]
    rfl
  have hR : densitySpread R (densityMatrix φ) = ∑ a, 1 / 2 * ∑ r, ∑ r',
      (R r a - R r' a) ^ 2 * ‖densityMatrix φ r r'‖ ^ 2 := by
    rw [densitySpread, ← Finset.mul_sum]
    congr 1
    symm
    rw [Finset.sum_comm]
    refine Finset.sum_congr rfl fun r _ => ?_
    rw [Finset.sum_comm]
    refine Finset.sum_congr rfl fun r' _ => ?_
    rw [hn, Finset.sum_mul]
    rfl
  rw [hL, hR, ← Finset.sum_add_distrib]
  exact Finset.sum_congr rfl fun a _ => axis_decomposition hφ (fun r => R r a)
```

Because \(|x|^2=\sum_a x_a^2\), adding the three axes gives

\[
\sum_i\sigma_i^2=\tfrac12\sum_{r,r'}|R_r-R_{r'}|^2|\rho(r,r')|^2+\sum_a\sum_{i\ne j}|\langle i|R_a|j\rangle|^2,
\]

where \(R_a\) is the site function `fun r => R r a`.

## The bound and when it is attained

```lean
/-- For a Hermitian projector `P`, every orthonormal basis of its range has total orbital variance
at least half of the double sum over sites of `|R r - R r'|² |P(r,r')|²`. -/
theorem densitySpread_le_total_variance (R : ι → Space) {P : Matrix ι ι ℂ}
    {φ : κ → ι → ℂ} (hP : P.IsHermitian) (hPP : P * P = P) (hb : IsOrbitalBasis P φ) :
    densitySpread R P ≤ ∑ i, variance R (φ i) := by
  rw [eq_densityMatrix hP hPP hb, total_variance_eq R hb.orthonormal]
  exact le_add_of_nonneg_right (by positivity)
```

The hypotheses say that \(P\) is Hermitian, that \(P^2=P\), and that the orbitals form an orthonormal basis of its range. Replace \(P\) by \(\rho\), use the decomposition, and drop the last sum, which `positivity` shows to be non-negative.

```lean
/-- For an orthonormal basis of the range of a Hermitian projector, the bound is attained
if and only if all position matrix elements between different orbitals vanish. -/
theorem total_variance_eq_densitySpread_iff (R : ι → Space) {P : Matrix ι ι ℂ}
    {φ : κ → ι → ℂ} (hP : P.IsHermitian) (hPP : P * P = P) (hb : IsOrbitalBasis P φ) :
    ∑ i, variance R (φ i) = densitySpread R P ↔
      ∀ a i j, i ≠ j → element (fun r => R r a) (φ i) (φ j) = 0 := by
  rw [eq_densityMatrix hP hPP hb, total_variance_eq R hb.orthonormal, add_eq_left]
  constructor
  · intro h a i j hij
    -- a vanishing sum of squares has vanishing terms
    have h1 := (Finset.sum_eq_zero_iff_of_nonneg (fun a _ => by positivity)).1 h a
      (Finset.mem_univ a)
    have h2 := (Finset.sum_eq_zero_iff_of_nonneg (fun i _ => by positivity)).1 h1 i
      (Finset.mem_univ i)
    have h3 := (Finset.sum_eq_zero_iff_of_nonneg (fun j _ => by positivity)).1 h2 j
      (Finset.mem_erase.2 ⟨hij.symm, Finset.mem_univ j⟩)
    exact norm_eq_zero.1 ((pow_eq_zero_iff two_ne_zero).1 h3)
  · intro h
    refine Finset.sum_eq_zero fun a _ => Finset.sum_eq_zero fun i _ =>
      Finset.sum_eq_zero fun j hj => ?_
    rw [h a i j (Finset.ne_of_mem_erase hj).symm]
    simp
```

Equality means that the last sum is zero. Its terms are squares, so each vanishes: \(\langle i|R_a|j\rangle=0\) for every axis and every pair \(i\ne j\). Conversely, if these elements vanish, so does the sum. The theorem tests a given basis; it does not promise that one attaining the bound exists.

```lean
/-- On two sites, the orbital with amplitudes `3/5` and `4/5` is an orthonormal basis of the
range of the Hermitian projector with entries `9/25`, `12/25`, `12/25`, `16/25`. -/
theorem projector_witness :
    (!![9/25, 12/25; 12/25, 16/25] : Matrix (Fin 2) (Fin 2) ℂ).IsHermitian ∧
    (!![9/25, 12/25; 12/25, 16/25] : Matrix (Fin 2) (Fin 2) ℂ) *
      !![9/25, 12/25; 12/25, 16/25] = !![9/25, 12/25; 12/25, 16/25] ∧
    IsOrbitalBasis (!![9/25, 12/25; 12/25, 16/25] : Matrix (Fin 2) (Fin 2) ℂ)
      (fun _ : Fin 1 => ![3/5, 4/5]) := by
  refine ⟨?_, ?_, ?_, ?_⟩
  · ext i j
    fin_cases i <;> fin_cases j <;> norm_num [Matrix.conjTranspose_apply]
  · ext i j
    fin_cases i <;> fin_cases j <;> norm_num [Matrix.mul_apply, Fin.sum_univ_succ]
  · intro i j
    have h : ∀ x : ℝ, star (x : ℂ) = x := fun x => Complex.conj_ofReal x
    have h3 : star (3/5 : ℂ) = 3/5 := by
      simpa only [Complex.ofReal_div, Complex.ofReal_ofNat] using h (3/5)
    have h4 : star (4/5 : ℂ) = 4/5 := by
      simpa only [Complex.ofReal_div, Complex.ofReal_ofNat] using h (4/5)
    rw [if_pos (Subsingleton.elim i j), Fin.sum_univ_two]
    change star (3/5 : ℂ) * (3/5) + star (4/5 : ℂ) * (4/5) = 1
    rw [h3, h4]
    norm_num
  · apply le_antisymm
    · rw [Submodule.span_le]
      rintro _ ⟨i, rfl⟩
      refine ⟨![3/5, 4/5], ?_⟩
      ext k
      fin_cases k <;> norm_num [Matrix.mulVec, dotProduct, Fin.sum_univ_succ]
    · rintro _ ⟨v, rfl⟩
      have h : (!![9/25, 12/25; 12/25, 16/25] : Matrix (Fin 2) (Fin 2) ℂ).mulVecLin v =
          (3/5 * v 0 + 4/5 * v 1) • (![3/5, 4/5] : Fin 2 → ℂ) := by
        ext k
        fin_cases k <;> simp [Matrix.mulVec, dotProduct, Fin.sum_univ_succ] <;> ring
      rw [h]
      exact Submodule.smul_mem _ _ (Submodule.subset_span ⟨0, rfl⟩)

end

end DensityMatrixSpreadBound
```

A two-site example satisfies all the hypotheses. The orbital \((3/5,4/5)\) is normalised, and \(P\) sends any \(v\) to \(\tfrac35v_0+\tfrac45v_1\) times this orbital, so the range is its span. The remaining conditions are checked entry by entry. With only one orbital there are no pairs \(i\ne j\), and the bound is attained for any site positions.

```lean
#print axioms DensityMatrixSpreadBound.densitySpread_le_total_variance
#print axioms DensityMatrixSpreadBound.total_variance_eq_densitySpread_iff
```

```
'DensityMatrixSpreadBound.densitySpread_le_total_variance' depends on axioms: [propext, Classical.choice, Quot.sound]
'DensityMatrixSpreadBound.total_variance_eq_densitySpread_iff' depends on axioms: [propext, Classical.choice, Quot.sound]
```
